# Below the Stoner instability, the imaginary susceptibility of a relaxational spin mode with mean-field exchange peaks at $G(1-Jc)$, which tends to zero as the instability is approached

The dynamic susceptibility is defined here by a closed formula, and the mean-field equation and the equation of motion are then proved from it. The formula is

$$X(w)=\frac{c}{1-Jc-iw/G},$$

where $w$ is the frequency, $c$ the static susceptibility without exchange, $G$ the relaxation rate without exchange, and $J$ the exchange (Stoner) parameter. All four are real numbers, and $c$ and $G$ depend on neither $w$ nor $J$. The peak is located under the conditions $c>0$, $G>0$ and $Jc<1$. The model is thus one mode in linear response, with exchange treated in mean field.

```lean
import Mathlib

open Filter Topology

namespace ParamagnonSlowingDown

noncomputable section
```

The first line loads Mathlib, the mathematical library of Lean. The second makes available the notation for limits that is needed near the end.

## The susceptibility and its characteristic frequency

```lean
/-- Dynamic susceptibility at frequency `w` of a spin mode with bare static susceptibility `c`,
bare relaxation rate `G` and exchange parameter `J`: `c / (1 - J c - i w / G)`. -/
def susc (c G J w : ℝ) : ℂ :=
  (c : ℂ) / (((1 - J * c : ℝ) : ℂ) - ((w / G : ℝ) : ℂ) * Complex.I)
```

`susc c G J w` is $X(w)$. The type `ℝ` marks real inputs and `ℂ` a complex output; an annotation such as `(c : ℂ)` regards a real number as a complex one. The definition carries no conditions: positivity and distance from the instability enter as hypotheses of the theorems.

```lean
/-- The frequency `G (1 - J c)`, the bare relaxation rate multiplied by `1 - J c`. -/
def paramagnonFreq (c G J : ℝ) : ℝ := G * (1 - J * c)
```

This names the frequency $G(1-Jc)$. That it is the position of a peak is proved below.

## Two equations that the formula satisfies

```lean
/-- Below the Stoner instability the susceptibility times its denominator is the bare static
susceptibility. -/
theorem susc_mul_denominator {c J : ℝ} (G w : ℝ) (hJ : J * c < 1) :
    susc c G J w * (1 - (J : ℂ) * c - ((w / G : ℝ) : ℂ) * Complex.I) = c := by
  have hden : ((1 - J * c : ℝ) : ℂ) - ((w / G : ℝ) : ℂ) * Complex.I ≠ 0 := by
    intro h
    have h' := congrArg Complex.re h
    simp only [Complex.sub_re, Complex.ofReal_re, Complex.mul_re, Complex.I_re,
      Complex.I_im, Complex.ofReal_im, Complex.zero_re] at h'
    linarith
  have key : susc c G J w * (((1 - J * c : ℝ) : ℂ) - ((w / G : ℝ) : ℂ) * Complex.I) = c :=
    div_mul_cancel₀ _ hden
  have hcast : ((1 - J * c : ℝ) : ℂ) = 1 - (J : ℂ) * c := by simp
  rw [hcast] at key
  exact key
```

In a theorem, the variables and hypotheses stand in brackets after the name, and the claim begins after the first colon outside all brackets; the proof follows `:= by`. Here `hJ` is the condition $Jc<1$, which places the system on the paramagnetic side of the Stoner instability. The claim is

$$X(w)\,(1-Jc-iw/G)=c.$$

By hand, one notes that the denominator has real part $1-Jc>0$, so it is not zero and may be cleared. The proof does the same: `hden` takes real parts to show that the denominator is non-zero, and `key` cancels it.

```lean
/-- Mean-field equation: the mode responds with its exchange-free susceptibility to the applied
field plus the exchange field `J` times the magnetization. -/
theorem mean_field_equation {c J : ℝ} (G w : ℝ) (hc : 0 < c) (hJ : J * c < 1) :
    susc c G J w = susc c G 0 w * (1 + J * susc c G J w) := by
  have k1 := susc_mul_denominator G w hJ
  have k0 := susc_mul_denominator (c := c) (J := 0) G w (by linarith)
  rw [Complex.ofReal_zero, zero_mul, sub_zero] at k0
  have hc' : (c : ℂ) ≠ 0 := Complex.ofReal_ne_zero.mpr hc.ne'
  have hd : (1 : ℂ) - ((w / G : ℝ) : ℂ) * Complex.I ≠ 0 := by
    intro h
    rw [h, mul_zero] at k0
    exact hc' k0.symm
  -- compare both sides after multiplying by the bare denominator
  apply mul_right_cancel₀ hd
  linear_combination k1 - (1 + J * susc c G J w) * k0
```

Write $X_0(w)=c/(1-iw/G)$ for the susceptibility at $J=0$. The theorem says $X=X_0(1+JX)$: the mode responds as if there were no exchange, but to the applied field plus an exchange field $J$ times the magnetization.

By hand, move the exchange term of the previous identity to the right:

$$X\,(1-iw/G)=c+JcX=c\,(1+JX).$$

Division by $1-iw/G$ gives the claim. In Lean, `k1` and `k0` are the cleared identities for $X$ and $X_0$. Both sides are multiplied by the bare denominator, and `linear_combination` checks that the result follows from these two identities by algebra.

```lean
/-- In a field `h exp(-i w t)`, the magnetization `X(w) h exp(-i w t)` relaxes at the bare rate `G`
towards `c` times the sum of the applied and exchange fields. -/
theorem relaxation_equation {c G J : ℝ} (w : ℝ) (h : ℂ) (hG : 0 < G) (hJ : J * c < 1) (t : ℝ) :
    HasDerivAt (fun s : ℝ => susc c G J w * h * Complex.exp (-(Complex.I * w) * s))
      (-(G : ℂ) * (susc c G J w * h * Complex.exp (-(Complex.I * w) * t)
        - c * (h * Complex.exp (-(Complex.I * w) * t)
          + J * (susc c G J w * h * Complex.exp (-(Complex.I * w) * t))))) t := by
  have h0 : HasDerivAt (fun s : ℝ => (s : ℂ)) 1 t := by
    have raw := Complex.ofRealCLM.hasDerivAt (x := t)
    exact raw.congr_deriv (by simp)
  have h1 := ((h0.const_mul (-(Complex.I * w))).cexp).const_mul (susc c G J w * h)
  refine h1.congr_deriv ?_
  have key := susc_mul_denominator G w hJ
  have hGc : (G : ℂ) ≠ 0 := Complex.ofReal_ne_zero.mpr hG.ne'
  have hg : (G : ℂ) * ((w / G : ℝ) : ℂ) = w := by
    rw [Complex.ofReal_div]
    exact mul_div_cancel₀ _ hGc
  linear_combination (h * Complex.exp (-(Complex.I * w) * t)) *
    (G * key + susc c G J w * Complex.I * hg)
```

Let the applied field be $h\,e^{-iwt}$ with complex amplitude $h$, and let $m(t)=X(w)\,h\,e^{-iwt}$. `HasDerivAt f f' t` means that the function $f$ has derivative $f'$ at $t$, so the theorem reads

$$\frac{dm}{dt}=-G\left[m-c\left(h\,e^{-iwt}+Jm\right)\right].$$

The magnetization relaxes at the bare rate towards its equilibrium value in the total field. This fixes the sign convention $e^{-iwt}$, for which a positive imaginary part at $w>0$ means dissipation.

To check it by hand, use $c=X(1-Jc-iw/G)$, which gives $c\,h\,e^{-iwt}=m(1-Jc-iw/G)$. The square bracket becomes $m(1-Jc)-m(1-Jc-iw/G)=iwm/G$, and the right-hand side is $-iwm$, which is the derivative of $m$. In the proof, `h1` differentiates the exponential and the final line does this algebra.

## The peak

```lean
/-- The imaginary part of the susceptibility as an explicit function of frequency. -/
theorem susc_im (c G J w : ℝ) :
    (susc c G J w).im = c * (w / G) / ((1 - J * c) ^ 2 + (w / G) ^ 2) := by
  unfold susc
  simp only [Complex.div_im, Complex.normSq_apply, Complex.ofReal_re, Complex.ofReal_im,
    Complex.sub_re, Complex.sub_im, Complex.mul_re, Complex.mul_im, Complex.I_re, Complex.I_im]
  ring
```

Set $a=1-Jc$ and $x=w/G$. Multiplying numerator and denominator by $a+ix$ gives

$$X=\frac{c\,(a+ix)}{a^2+x^2},\qquad \operatorname{Im}X=\frac{cx}{a^2+x^2}.$$

The suffix `.im` denotes the imaginary part. The lemma needs no hypotheses because Lean sets division by zero equal to zero; its physical content lies where the denominators are non-zero.

```lean
/-- The amount by which the imaginary part falls short of `c / (2 (1 - J c))`, written as a square
times `c` over an explicit denominator. -/
theorem peak_deficit {c J : ℝ} (G w : ℝ) (hJ : J * c < 1) :
    c / (2 * (1 - J * c)) - (susc c G J w).im =
      c * (1 - J * c - w / G) ^ 2 /
        (2 * (1 - J * c) * ((1 - J * c) ^ 2 + (w / G) ^ 2)) := by
  have ha : 0 < 1 - J * c := by linarith
  have hD : 0 < (1 - J * c) ^ 2 + (w / G) ^ 2 :=
    add_pos_of_pos_of_nonneg (pow_pos ha 2) (sq_nonneg _)
  have h2 : 0 < 2 * (1 - J * c) := by linarith
  rw [susc_im, div_sub_div _ _ h2.ne' hD.ne']
  congr 1
  ring
```

This identity carries the argument. Over a common denominator,

$$\frac{c}{2a}-\frac{cx}{a^2+x^2}=\frac{c\,(a^2+x^2-2ax)}{2a\,(a^2+x^2)}=\frac{c\,(a-x)^2}{2a\,(a^2+x^2)}.$$

In Lean, `div_sub_div` forms the common denominator and `ring` verifies the numerator.

```lean
/-- Below the Stoner instability the imaginary part of the susceptibility is at most
`c / (2 (1 - J c))`, and this value is attained only at the positive frequency `G (1 - J c)`. -/
theorem paramagnon_peak {c G J : ℝ} (hc : 0 < c) (hG : 0 < G) (hJ : J * c < 1) :
    0 < paramagnonFreq c G J ∧
      ∀ w : ℝ, (susc c G J w).im ≤ c / (2 * (1 - J * c)) ∧
        ((susc c G J w).im = c / (2 * (1 - J * c)) ↔ w = paramagnonFreq c G J) := by
  have ha : 0 < 1 - J * c := by linarith
  refine ⟨mul_pos hG ha, fun w => ?_⟩
  have h := peak_deficit G w hJ
  have hden : 0 < 2 * (1 - J * c) * ((1 - J * c) ^ 2 + (w / G) ^ 2) :=
    mul_pos (mul_pos two_pos ha) (add_pos_of_pos_of_nonneg (pow_pos ha 2) (sq_nonneg _))
  refine ⟨?_, ?_, ?_⟩
  · have hn := div_nonneg (mul_nonneg hc.le (sq_nonneg (1 - J * c - w / G))) hden.le
    linarith
  · -- equality forces the square to vanish
    intro heq
    rw [heq, sub_self] at h
    have hz := (div_eq_zero_iff.mp h.symm).resolve_right hden.ne'
    have hs := (pow_eq_zero_iff two_ne_zero).mp ((mul_eq_zero.mp hz).resolve_left hc.ne')
    have hw : w / G = 1 - J * c := by linarith
    rw [div_eq_iff hG.ne'] at hw
    unfold paramagnonFreq
    linarith
  · intro hw
    have hx : w / G = 1 - J * c := by
      rw [hw]
      exact mul_div_cancel_left₀ _ hG.ne'
    have h0 : 1 - J * c - w / G = 0 := by linarith
    rw [h0, zero_pow two_ne_zero, mul_zero, zero_div] at h
    linarith
```

For $c>0$, $G>0$ and $Jc<1$, the theorem states three things. The frequency $G(1-Jc)$ is positive; $\operatorname{Im}X(w)\le c/(2(1-Jc))$ for every real $w$; and equality holds if and only if $w=G(1-Jc)$. The symbol `∧` means "and", `∀` "for all", and `↔` "if and only if". No sign is imposed on $J$.

By hand, the right-hand side of the previous identity is a square times positive factors, so it is never negative, which is the bound. It vanishes exactly when $x=a$, that is, when $w=G(1-Jc)$. The three bullets of the proof are the bound, the step from equality to the frequency, and the converse.

As a numerical instance, take $c=2$, $J=0.45$ and $G=10$ in consistent units, so that $1-Jc=0.1$. The peak lies at $w=1$ and has height $2/0.2=10$. At $w=2$ the imaginary part is $2\cdot 0.2/(0.01+0.04)=8$, and the deficit formula gives $2\cdot 0.01/(0.2\cdot 0.05)=2$, as it should. With $J=0$ the peak would lie at $w=10$ with height $1$.

The same square settles Debye relaxation in a dielectric. With relaxation strength $\Delta\varepsilon>0$ and relaxation time $\tau>0$, the loss $\Delta\varepsilon\,w\tau/(1+w^2\tau^2)$ falls short of $\Delta\varepsilon/2$ by $\Delta\varepsilon\,(1-w\tau)^2/(2(1+w^2\tau^2))$, so its maximum is $\Delta\varepsilon/2$, attained only at $w=1/\tau$.

## Towards the instability

```lean
/-- As the exchange parameter rises to `1 / c`, the peak frequency tends to zero through positive
values and the peak height grows without bound. -/
theorem critical_slowing_down {c G : ℝ} (hc : 0 < c) (hG : 0 < G) :
    Tendsto (fun J => paramagnonFreq c G J) (𝓝[<] (1 / c)) (𝓝[>] 0) ∧
      Tendsto (fun J => c / (2 * (1 - J * c))) (𝓝[<] (1 / c)) atTop := by
  have key : ∀ A : ℝ, 0 < A →
      Tendsto (fun J : ℝ => A * (1 - J * c)) (𝓝[<] (1 / c)) (𝓝[>] 0) := by
    intro A hA
    have hcont : Continuous (fun J : ℝ => A * (1 - J * c)) := by fun_prop
    have hv : A * (1 - 1 / c * c) = 0 := by
      rw [div_mul_cancel₀ _ hc.ne', sub_self, mul_zero]
    have hlim : Tendsto (fun J : ℝ => A * (1 - J * c)) (𝓝 (1 / c)) (𝓝 0) := by
      have h := hcont.tendsto (1 / c)
      simpa only [hv] using h
    refine tendsto_nhdsWithin_iff.mpr ⟨hlim.mono_left nhdsWithin_le_nhds, ?_⟩
    filter_upwards [self_mem_nhdsWithin] with J hJ
    have hJc : J * c < 1 := (lt_div_iff₀ hc).mp hJ
    show 0 < A * (1 - J * c)
    exact mul_pos hA (by linarith)
  refine ⟨key G hG, ?_⟩
  have h := (tendsto_inv_nhdsGT_zero.comp (key 2 two_pos)).const_mul_atTop hc
  simpa only [div_eq_mul_inv, Function.comp_def] using h
```

`Tendsto f F F'` says that $f$ tends to $F'$ as its argument follows $F$. Here `𝓝[<] (1 / c)` means that $J$ approaches $1/c$ from below, `𝓝[>] 0` is an approach to zero through positive values, and `atTop` is growth without bound. With $c$ and $G$ fixed, the theorem therefore says

$$G(1-Jc)\to 0^+,\qquad \frac{c}{2(1-Jc)}\to\infty .$$

By hand, $1-Jc$ is continuous in $J$, positive for $J<1/c$ and zero at $J=1/c$. The auxiliary statement `key` proves this for $A(1-Jc)$ with any $A>0$. The choice $A=G$ gives the first limit; $A=2$, followed by inversion and multiplication by $c$, gives the second.

This is critical slowing down at mean-field level, with a frequency linear in the distance $1-Jc$. Interactions between fluctuations, which can change such laws near a real transition, are absent from the model. The dependence of $c$ and $G$ on wavevector is left out too, so the result gives only a single-mode picture of how spin fluctuations in a nearly ferromagnetic metal soften and grow as exchange increases.

```lean
/-- At the Stoner instability the imaginary part times the frequency equals `c G` at every positive
frequency, and the imaginary part exceeds any bound at some positive frequency. -/
theorem no_peak_at_instability {c G J : ℝ} (hc : 0 < c) (hG : 0 < G) (hJ : J * c = 1) :
    (∀ w : ℝ, 0 < w → w * (susc c G J w).im = c * G) ∧
      ∀ M : ℝ, ∃ w : ℝ, 0 < w ∧ M < (susc c G J w).im := by
  have first : ∀ w : ℝ, 0 < w → w * (susc c G J w).im = c * G := by
    intro w hw
    have hw' := hw.ne'
    have hG' := hG.ne'
    rw [susc_im, hJ, sub_self, zero_pow two_ne_zero, zero_add]
    field_simp
  refine ⟨first, fun M => ?_⟩
  -- choose the frequency at which the imaginary part equals |M| + 1
  have hM : 0 < |M| + 1 := by positivity
  have hw : 0 < c * G / (|M| + 1) := div_pos (mul_pos hc hG) hM
  refine ⟨c * G / (|M| + 1), hw, ?_⟩
  have h1 := first _ hw
  have h2 : c * G / (|M| + 1) * (|M| + 1) = c * G := div_mul_cancel₀ _ hM.ne'
  have h3 := mul_left_cancel₀ hw.ne' (h1.trans h2.symm)
  linarith [le_abs_self M]

end

end ParamagnonSlowingDown
```

At $Jc=1$ the real part of the denominator is gone. For $w>0$,

$$\operatorname{Im}X(w)=\frac{c\,(w/G)}{(w/G)^2}=\frac{cG}{w},$$

so $w\operatorname{Im}X(w)=cG$, which is the first claim. The second says that for every real $M$ there is (`∃`) a positive frequency at which $\operatorname{Im}X$ exceeds $M$, so no maximum exists. The proof takes $w=cG/(|M|+1)$, where the imaginary part equals $|M|+1>M$. The ordered phase beyond the instability would need a different equilibrium state and is not treated.

```lean
#print axioms ParamagnonSlowingDown.mean_field_equation
#print axioms ParamagnonSlowingDown.paramagnon_peak
#print axioms ParamagnonSlowingDown.critical_slowing_down
#print axioms ParamagnonSlowingDown.no_peak_at_instability
```

```
'ParamagnonSlowingDown.mean_field_equation' depends on axioms: [propext, Classical.choice, Quot.sound]
'ParamagnonSlowingDown.paramagnon_peak' depends on axioms: [propext, Classical.choice, Quot.sound]
'ParamagnonSlowingDown.critical_slowing_down' depends on axioms: [propext, Classical.choice, Quot.sound]
'ParamagnonSlowingDown.no_peak_at_instability' depends on axioms: [propext, Classical.choice, Quot.sound]
```
